# Valid Fermi-orbital descriptors exist for every Hermitian projector on a finite grid

A Fermi-Löwdin self-interaction correction starts by placing one descriptor position per occupied orbital of a given spin. Each position yields a Fermi orbital, and the set is then orthonormalised with the inverse square root of its overlap matrix. That step requires linearly independent Fermi orbitals. On a finite grid of orthonormal sites with a Hermitian, idempotent density matrix, a suitable placement always exists, and any proposed one can be tested by whether the determinant of the density matrix restricted to the chosen sites is non-zero.

## From overlaps to nodes

Let \(g\) be the one-particle density matrix of one spin channel in an orthonormal site basis, with \(g^\dagger=g\) and \(g^2=g\). Its rank \(N\) is the number of occupied orbitals. For sites \(s_k\), the normalised Fermi orbitals are
\[
F_k(r)=\frac{g(r,s_k)}{\sqrt{g(s_k,s_k)}},\qquad g(s_k,s_k)\neq0 .
\]
Non-zero scaling does not affect independence, so we use the bare columns \(C_{rk}=g(r,s_k)\). Write \(G_{jk}=g(s_j,s_k)\) for the principal submatrix. Then
\[
(C^\dagger C)_{jk}=\sum_r \overline{g(r,s_j)}\,g(r,s_k)=\sum_r g(s_j,r)\,g(r,s_k)=G_{jk}.
\]
If \(Cx=0\), then \(Gx=0\). Conversely, \(Gx=0\) gives \(\|Cx\|^2=x^\dagger Gx=0\). The kernels agree, so the columns are independent exactly when the square matrix \(G\) is invertible.

For existence, note that all columns of \(g\) together span a space of dimension \(N\). An independent subfamily with the same span has \(N\) members, and their labels are \(N\) distinct valid sites.

Validity of \(N\) sites can also be read from nodes. From here on an occupied orbital means any \(\psi\) with \(g\psi=\psi\), that is, any superposition of the \(N\) orbitals of the determinant and not only the members of one chosen basis. These vectors form a space of dimension \(N\). Let \(E\psi=(\psi(s_k))_k\) sample them at the sites. Since \(E\) maps between spaces of equal dimension, it is injective exactly when it is surjective.

- If \(G\) is invertible, any values \(y\) are reached by the occupied orbital \(CG^{-1}y\), because its samples are \(GG^{-1}y=y\). Hence \(E\) is injective, and no non-zero occupied orbital vanishes at all the sites.
- If no such orbital exists, \(E\) is surjective. Suppose \(Cx=0\) and choose an occupied \(\psi\) with \(E\psi=x\). Since \((C^\dagger\psi)_k=(g\psi)(s_k)=\psi(s_k)\), we have \(x=C^\dagger\psi\). Then \(CC^\dagger\psi=0\) gives \(\|C^\dagger\psi\|^2=0\), so \(x=0\).

The kernel argument also carries over by hand to fractional occupations, where \(g\) is only positive semidefinite. Write \(g=B^\dagger B\) and let \(B_s\) contain the chosen columns of \(B\). Then \(G=B_s^\dagger B_s\) and \(C=B^\dagger B_s\), and both have the kernel of \(B_s\).

## Density matrix, sites and columns in Lean

```lean
import Mathlib

open Matrix
open scoped ComplexOrder

namespace FermiOrbitalDescriptors

noncomputable section
```

The finite type `n` labels the grid sites. The two fields below are the physical assumptions: Hermiticity, and occupations equal to zero or one, as for a single Slater determinant.

```lean
/-- A one-particle density matrix on a grid of sites that is a Hermitian projector. -/
structure IsDensityProjector {n : Type*} [Fintype n] (g : Matrix n n ℂ) : Prop where
  herm : g.IsHermitian
  idem : g * g = g
```

The map `s : ι → n` assigns a site to each orbital label. It may repeat sites. The next two definitions are \(C\) and \(G\).

```lean
/-- The unnormalised Fermi orbitals: the columns of the density matrix at the sites `s`. -/
def fermiColumns {n ι : Type*} (g : Matrix n n ℂ) (s : ι → n) : Matrix n ι ℂ :=
  g.submatrix id s

/-- The principal submatrix of the density matrix on the sites `s`. -/
def descriptorMatrix {n ι : Type*} (g : Matrix n n ℂ) (s : ι → n) : Matrix ι ι ℂ :=
  g.submatrix s s
```

Validity means linear independence of the columns. It is defined without reference to \(G\), so the determinant test has to be proved.

```lean
/-- The sites `s` are valid descriptors when the columns of the density matrix at these sites
are linearly independent. -/
def ValidDescriptors {n ι : Type*} (g : Matrix n n ℂ) (s : ι → n) : Prop :=
  LinearIndependent ℂ (fun (k : ι) (r : n) => g r (s k))
```

## The determinant test

The first lemma rewrites independence as \(Cx=0\Rightarrow x=0\).

```lean
/-- Descriptors are valid exactly when only the trivial superposition of the unnormalised
Fermi orbitals vanishes. -/
theorem valid_iff_mulVec {n ι : Type*} [Fintype ι] (g : Matrix n n ℂ) (s : ι → n) :
    ValidDescriptors g s ↔ ∀ x : ι → ℂ, fermiColumns g s *ᵥ x = 0 → x = 0 := by
  have h : ∀ x : ι → ℂ,
      ∑ k, x k • (fun r : n => g r (s k)) = fermiColumns g s *ᵥ x := by
    intro x
    ext r
    simp [fermiColumns, Matrix.mulVec, dotProduct, Finset.sum_apply, mul_comm]
  unfold ValidDescriptors
  rw [Fintype.linearIndependent_iff]
  constructor
  · intro H x hx
    exact funext (H x ((h x).trans hx))
  · intro H x hx k
    exact congrFun (H x ((h x).symm.trans hx)) k
```

The `calc` chain follows the overlap computation above, using Hermiticity in its second step and idempotency in its last.

```lean
/-- For a density projector, the overlap matrix of the unnormalised Fermi orbitals is the principal
submatrix of the density matrix on the descriptor sites. -/
theorem overlap_eq_descriptorMatrix {n ι : Type*} [Fintype n] {g : Matrix n n ℂ}
    (hg : IsDensityProjector g) (s : ι → n) :
    (fermiColumns g s)ᴴ * fermiColumns g s = descriptorMatrix g s := by
  ext j k
  calc ((fermiColumns g s)ᴴ * fermiColumns g s) j k
      = ∑ r, star (g r (s j)) * g r (s k) := by
        simp only [Matrix.mul_apply, Matrix.conjTranspose_apply, fermiColumns,
          Matrix.submatrix_apply, id]
    _ = ∑ r, g (s j) r * g r (s k) :=
        Finset.sum_congr rfl fun r _ => by rw [hg.herm.apply]
    _ = (g * g) (s j) (s k) := Matrix.mul_apply.symm
    _ = descriptorMatrix g s j k := by rw [hg.idem]; rfl
```

Invertibility, written `IsUnit`, becomes a non-zero determinant and then a trivial kernel. The lemma `Matrix.conjTranspose_mul_self_mulVec_eq_zero` supplies the norm argument that replaces \(C^\dagger Cx=0\) by \(Cx=0\).

```lean
/-- For a density projector and any finite family of sites, the columns at these sites are
linearly independent exactly when the principal submatrix on them is invertible. -/
theorem valid_iff_isUnit {n ι : Type*} [Fintype n] [Fintype ι] [DecidableEq ι]
    {g : Matrix n n ℂ} (hg : IsDensityProjector g) (s : ι → n) :
    ValidDescriptors g s ↔ IsUnit (descriptorMatrix g s) := by
  rw [valid_iff_mulVec, Matrix.isUnit_iff_isUnit_det, isUnit_iff_ne_zero, ne_eq,
    ← Matrix.exists_mulVec_eq_zero_iff, ← overlap_eq_descriptorMatrix hg s]
  -- an overlap matrix has the same kernel as the family of orbitals itself
  simp only [Matrix.conjTranspose_mul_self_mulVec_eq_zero]
  constructor
  · rintro H ⟨v, hv, h0⟩
    exact hv (H v h0)
  · intro H x hx
    by_contra hne
    exact H ⟨x, hne, hx⟩
```

## Existence of N valid sites

Independent columns lie in the column space, so their number is at most the rank. This bound needs no projector property.

```lean
/-- A valid family of descriptors never has more members than the rank of the density matrix. -/
theorem card_le_rank {n ι : Type*} [Fintype n] [Fintype ι] {g : Matrix n n ℂ} {s : ι → n}
    (h : ValidDescriptors g s) : Fintype.card ι ≤ g.rank := by
  rw [← finrank_span_eq_card h, Matrix.rank_eq_finrank_span_cols]
  apply Submodule.finrank_mono
  apply Submodule.span_mono
  rintro _ ⟨k, rfl⟩
  exact ⟨s k, rfl⟩
```

The main theorem combines the test with existence; `hN` merely names the rank. Its existence half turns on `exists_linearIndependent'`. Applied to the family of columns, this lemma returns an index type `κ` and an injective map `a : κ → n` such that the selected columns are independent and span the same space. A selection stated as a set of vectors would lose track of the sites, whereas `a` retains them. Counting dimensions shows that `κ` has \(N\) elements, and `e` relabels them by `Fin N`.

```lean
/-- For a density projector of rank `N`, a choice of `N` sites is valid exactly when its principal
submatrix is invertible, and at least one valid choice of `N` distinct sites exists. -/
theorem fermi_orbital_descriptors_exist {n : Type*} [Fintype n] {g : Matrix n n ℂ}
    (hg : IsDensityProjector g) {N : ℕ} (hN : g.rank = N) :
    (∀ s : Fin N → n, ValidDescriptors g s ↔ IsUnit (descriptorMatrix g s)) ∧
      ∃ s : Fin N → n, Function.Injective s ∧ ValidDescriptors g s := by
  refine ⟨fun s => valid_iff_isUnit hg s, ?_⟩
  -- select an independent family of columns with the same span as all columns
  obtain ⟨κ, a, ha, hspan, hli⟩ :=
    exists_linearIndependent' ℂ (fun (j : n) (r : n) => g r j)
  have : Finite κ := Finite.of_injective a ha
  have : Fintype κ := Fintype.ofFinite κ
  have hcard : Fintype.card κ = N :=
    (finrank_span_eq_card hli).symm.trans (by
      rw [hspan]
      exact (Matrix.rank_eq_finrank_span_cols g).symm.trans hN)
  let e : Fin N ≃ κ := (Fintype.equivFinOfCardEq hcard).symm
  exact ⟨a ∘ e, ha.comp e.injective, hli.comp e e.injective⟩
```

The result is an existence statement on a fixed grid. It does not optimise descriptors in continuous space, minimise an energy or bound the conditioning of the overlap matrix.

## The nodal criterion

Here `E` is the sampling map, with the range of \(g\) as the occupied space. The two halves of the proof are the two bullet points above.

```lean
/-- For a density projector of rank `N`, a choice of `N` sites is valid exactly when no non-zero
occupied orbital vanishes at all of them. -/
theorem valid_iff_no_common_node {n : Type*} [Fintype n] {g : Matrix n n ℂ}
    (hg : IsDensityProjector g) {N : ℕ} (hN : g.rank = N) (s : Fin N → n) :
    ValidDescriptors g s ↔
      ∀ ψ : n → ℂ, g *ᵥ ψ = ψ → (∀ k, ψ (s k) = 0) → ψ = 0 := by
  -- sampling of occupied orbitals at the descriptor sites
  let E : LinearMap.range g.mulVecLin →ₗ[ℂ] (Fin N → ℂ) :=
    (LinearMap.funLeft ℂ ℂ s).comp (LinearMap.range g.mulVecLin).subtype
  have hdim : Module.finrank ℂ (LinearMap.range g.mulVecLin)
      = Module.finrank ℂ (Fin N → ℂ) := by
    rw [Module.finrank_fin_fun]
    exact hN
  have hiff : Function.Injective E ↔ Function.Surjective E :=
    LinearMap.injective_iff_surjective_of_finrank_eq_finrank hdim
  have occ : ∀ ψ ∈ LinearMap.range g.mulVecLin, g *ᵥ ψ = ψ := by
    rintro _ ⟨φ, rfl⟩
    rw [Matrix.mulVecLin_apply, Matrix.mulVec_mulVec, hg.idem]
  constructor
  · intro hv ψ hψ h0
    have hdet := (Matrix.isUnit_iff_isUnit_det _).1 ((valid_iff_isUnit hg s).1 hv)
    -- any prescribed values at the sites are reached by a superposition of columns
    have hsurj : Function.Surjective E := by
      intro y
      obtain ⟨x, hx⟩ : ∃ x, descriptorMatrix g s *ᵥ x = y :=
        ⟨(descriptorMatrix g s)⁻¹ *ᵥ y, by
          rw [Matrix.mulVec_mulVec, Matrix.mul_nonsing_inv _ hdet, Matrix.one_mulVec]⟩
      have hC : g * fermiColumns g s = fermiColumns g s := by
        ext r k
        exact congrFun (congrFun hg.idem r) (s k)
      have hgC : g *ᵥ (fermiColumns g s *ᵥ x) = fermiColumns g s *ᵥ x := by
        rw [Matrix.mulVec_mulVec, hC]
      exact ⟨⟨fermiColumns g s *ᵥ x, fermiColumns g s *ᵥ x, hgC⟩, hx⟩
    have hz : E ⟨ψ, ψ, hψ⟩ = E 0 := by
      rw [map_zero]
      funext k
      exact h0 k
    exact congrArg Subtype.val (hiff.2 hsurj hz)
  · intro H
    have hinj : Function.Injective E :=
      (injective_iff_map_eq_zero E).2 fun ψ h =>
        Subtype.ext (H ψ.1 (occ _ ψ.2) fun k => congrFun h k)
    rw [valid_iff_mulVec]
    intro x hx
    obtain ⟨ψ, hψ⟩ := hiff.1 hinj x
    -- overlaps with the columns are the values of the occupied orbital at the sites
    have hs : (fermiColumns g s)ᴴ *ᵥ ψ.1 = x := by
      rw [← hψ]
      funext k
      refine Eq.trans ?_ (congrFun (occ _ ψ.2) (s k))
      change ∑ r, star (g r (s k)) * ψ.1 r = ∑ r, g (s k) r * ψ.1 r
      exact Finset.sum_congr rfl fun r _ => by rw [hg.herm.apply]
    rw [← hs, Matrix.mulVec_mulVec, Matrix.self_mul_conjTranspose_mulVec_eq_zero] at hx
    exact hs.symm.trans hx
```

## Two small matrices

In the first example the orbitals \((1,1,0)/\sqrt2\) and \((0,0,1)\) form an orthonormal basis of the occupied space.

```lean
/-- A density matrix on three sites: one orbital shared equally by sites 0 and 1, and one
orbital on site 2. -/
def bondProjector : Matrix (Fin 3) (Fin 3) ℂ :=
  !![1/2, 1/2, 0; 1/2, 1/2, 0; 0, 0, 1]
```

Sites 0 and 1 give the same column, and the second orbital vanishes at both. Sites 0 and 2 are valid. The rank is bounded below by `card_le_rank` and above by a factorisation through two dimensions.

```lean
/-- The three-site density matrix is a projector of rank two for which the sites 0 and 2 are
valid descriptors, while the distinct sites 0 and 1 are not. -/
theorem bondProjector_witness :
    IsDensityProjector bondProjector ∧ bondProjector.rank = 2 ∧
      ValidDescriptors bondProjector ![0, 2] ∧ ¬ ValidDescriptors bondProjector ![0, 1] := by
  have hg : IsDensityProjector bondProjector := by
    constructor
    · ext i j
      fin_cases i <;> fin_cases j <;> simp [bondProjector]
    · ext i j
      fin_cases i <;> fin_cases j <;>
        simp [bondProjector, Matrix.mul_apply, Fin.sum_univ_succ] <;> norm_num
  have hv : ValidDescriptors bondProjector ![0, 2] := by
    rw [valid_iff_isUnit hg, Matrix.isUnit_iff_isUnit_det, Matrix.det_fin_two]
    simp [descriptorMatrix, bondProjector]
  refine ⟨hg, le_antisymm ?_ (by simpa using card_le_rank hv), hv, ?_⟩
  · -- the matrix factors through a two-dimensional space
    have hf : bondProjector = (!![1, 0; 1, 0; 0, 1] : Matrix (Fin 3) (Fin 2) ℂ) *
        (!![1/2, 1/2, 0; 0, 0, 1] : Matrix (Fin 2) (Fin 3) ℂ) := by
      ext i j
      fin_cases i <;> fin_cases j <;>
        simp [bondProjector, Matrix.mul_apply, Fin.sum_univ_succ]
    rw [hf]
    exact (Matrix.rank_mul_le_left _ _).trans (Matrix.rank_le_width _)
  · rw [valid_iff_isUnit hg, Matrix.isUnit_iff_isUnit_det, Matrix.det_fin_two]
    simp [descriptorMatrix, bondProjector]
```

The second example shows what Hermiticity contributes.

```lean
/-- An idempotent matrix on two sites that is not Hermitian. -/
def obliqueProjector : Matrix (Fin 2) (Fin 2) ℂ := !![0, 0; 1, 1]
```

The column at site 0 is \((0,1)\), which is non-zero and hence independent, but its principal submatrix is the single entry 0. Idempotency alone does not give the determinant test.

```lean
/-- For this idempotent matrix the column at site 0 is linearly independent although
the principal submatrix on site 0 is singular. -/
theorem oblique_counterexample :
    obliqueProjector * obliqueProjector = obliqueProjector ∧
      ValidDescriptors obliqueProjector ![0] ∧
      ¬ IsUnit (descriptorMatrix obliqueProjector ![0]) := by
  refine ⟨?_, ?_, ?_⟩
  · ext i j
    fin_cases i <;> fin_cases j <;>
      simp [obliqueProjector, Matrix.mul_apply, Fin.sum_univ_succ]
  · rw [valid_iff_mulVec]
    intro x hx
    have h1 := congrFun hx 1
    funext k
    obtain rfl : k = 0 := Subsingleton.elim _ _
    simpa [fermiColumns, obliqueProjector, Matrix.mulVec, dotProduct] using h1
  · rw [Matrix.isUnit_iff_isUnit_det, Matrix.det_unique]
    simp [descriptorMatrix, obliqueProjector]

end

end FermiOrbitalDescriptors
```

```lean
#print axioms FermiOrbitalDescriptors.fermi_orbital_descriptors_exist
#print axioms FermiOrbitalDescriptors.valid_iff_no_common_node
#print axioms FermiOrbitalDescriptors.oblique_counterexample
```

```
'FermiOrbitalDescriptors.fermi_orbital_descriptors_exist' depends on axioms: [propext, Classical.choice, Quot.sound]
'FermiOrbitalDescriptors.valid_iff_no_common_node' depends on axioms: [propext, Classical.choice, Quot.sound]
'FermiOrbitalDescriptors.oblique_counterexample' depends on axioms: [propext, Classical.choice, Quot.sound]
```
